# Eliminating the small components of a finite Dirac matrix: $BB^\dagger/2$ and its $c^{-2}$ correction at fixed energy

Q: Take one large and one small component, coupled by $cb$ with $b$ a complex number. The small component has potential $w$ and lies $2c^2$ lower, where $c$ is the speed of light in atomic units. At energy $E$, elimination gives the large component the kinetic term

$$S(c)=\frac{c^2|b|^2}{2c^2-d},\qquad d=w-E,\qquad S(c)-\frac{|b|^2}{2}=\frac{|b|^2d}{2(2c^2-d)}.$$

So $S(c)\to|b|^2/2$, and $c^2$ times the difference tends to $|b|^2d/4$. What survives when these numbers become matrices that don't commute?

A: All of it. Let $V$ and $W$ be the potential matrices of the large and small components, and $B$ the rectangular coupling matrix. For a large component $\varphi$ and a small component $\chi$, the Dirac equation reads

$$V\varphi+cB\chi=E\varphi,\qquad cB^\dagger\varphi+(W-2c^2)\chi=E\chi.$$

Put $M=2c^2+E-W$. The second row is $M\chi=cB^\dagger\varphi$. If $M$ is invertible with inverse $R$, then $\chi=cRB^\dagger\varphi$, and the first row becomes

$$(V+S(c))\varphi=E\varphi,\qquad S(c)=c^2BRB^\dagger.$$

With $D=W-E$ and $t=c^{-2}$ we have $M=c^2(2-tD)$. The determinant of $2-tD$ is continuous in $t$ and is a power of 2 at $t=0$, so $M$ is invertible for all large $c$, and $c^2R=(2-tD)^{-1}\to\tfrac12$. Hence $S(c)\to BB^\dagger/2$.

For the correction, expand $MR=1$ as $2c^2R-DR=1$, that is, $c^2R=\tfrac12+\tfrac12DR$. This gives

$$c^2\left(S(c)-\tfrac12BB^\dagger\right)=\tfrac12BD(c^2R)B^\dagger\to\tfrac14BDB^\dagger.$$

Using the identity again,

$$c^2\left[c^2\left(S(c)-\tfrac12BB^\dagger\right)-\tfrac14BDB^\dagger\right]=\tfrac14BD^2(c^2R)B^\dagger\to\tfrac18BD^2B^\dagger.$$

Q: Is there always a correction of order $c^{-2}$?

A: Its coefficient can vanish. Take $E=0$, $B=(1\;\;0)$ and $W=\begin{pmatrix}0&1\\1&0\end{pmatrix}$. Then $BWB^\dagger=0$, while $BW^2B^\dagger=1$. Since $W^2=1$, the inverse is $R=(2c^2+W)/(4c^4-1)$, so $S(c)=2c^4/(4c^4-1)$. At $c=10$ this is $20000/39999\approx0.5000125003$, against $\tfrac12+\tfrac18\cdot10^{-4}=0.5000125$ from the expansion.

Q: Now the formal version. Does it start from a Dirac matrix, or just from a convenient $S(c)$?

A: It starts from the matrix. The index types `m` and `n` label the large and small components.

In Lean 4 with Mathlib:

```lean
import Mathlib

open Matrix Filter
open scoped Topology

namespace SmallComponentElimination

noncomputable section

variable {m n : Type*} [Fintype n] [DecidableEq n]

/-- The Dirac matrix with the rest energy removed: potentials `V` and `W` for the large and
small components, coupled by `c B`, with the small components shifted down by `2c²`. -/
def diracMatrix (V : Matrix m m ℂ) (B : Matrix m n ℂ) (W : Matrix n n ℂ) (c : ℝ) :
    Matrix (m ⊕ n) (m ⊕ n) ℂ :=
  fromBlocks V ((c : ℂ) • B) ((c : ℂ) • Bᴴ) (W - (2 * (c : ℂ) ^ 2) • (1 : Matrix n n ℂ))
```

A: `Bᴴ` is $B^\dagger$, written `B*` in the comments of the code, and `m ⊕ n` joins the two sets of components. The rest energy has been subtracted, and both bases are taken to be orthonormal, so that no overlap matrices appear. In the physical case $B$ represents $\sigma\cdot p$, the Pauli matrices contracted with momentum, and $W$ is the external potential in the small-component basis.

The other definitions are $M$, $S(c)$, $D$ and $2-tD$, in that order.

```lean
/-- The matrix `2c² + E - W` that acts on the small components at energy `E`. -/
def smallBlock (W : Matrix n n ℂ) (E c : ℝ) : Matrix n n ℂ :=
  (2 * (c : ℂ) ^ 2 + (E : ℂ)) • (1 : Matrix n n ℂ) - W

/-- The effective kinetic matrix `S(c) = c² B (2c² + E - W)⁻¹ B*` of the large components,
meaningful where `2c² + E - W` is invertible. -/
def effKinetic (B : Matrix m n ℂ) (W : Matrix n n ℂ) (E c : ℝ) : Matrix m m ℂ :=
  (c : ℂ) ^ 2 • (B * (smallBlock W E c)⁻¹ * Bᴴ)

/-- The potential of the small components measured from the energy, `W - E`. -/
def shifted (W : Matrix n n ℂ) (E : ℝ) : Matrix n n ℂ :=
  W - (E : ℂ) • (1 : Matrix n n ℂ)

/-- The small-component matrix in units of `c²`, namely `2 - t (W - E)` with `t = 1/c²`. -/
def scaledBlock (W : Matrix n n ℂ) (E : ℝ) (t : ℂ) : Matrix n n ℂ :=
  (2 : ℂ) • (1 : Matrix n n ℂ) - t • shifted W E
```

Q: And which statements are made about them?

A: `dirac_iff_eliminated` says that the Dirac equation and the eliminated pair of equations are equivalent when $M$ is invertible. `leading_relativistic_correction` contains the limits $BB^\dagger/2$ and $\tfrac14BDB^\dagger$, and `next_relativistic_correction` the limit $\tfrac18BD^2B^\dagger$. In these, `Tendsto … atTop (𝓝 …)` means convergence as the real number $c$ grows without bound, entry by entry. The limits hold for every square complex $W$ and every fixed real $E$.

Q: Fixed $E$ bothers me. The energy is what I want to find.

A: That is a real restriction. $S(c)$ depends on $E$, so the eliminated equation is a nonlinear eigenvalue problem, and the theorems don't follow an eigenvalue as $c$ changes. Nor do they give the Pauli Hamiltonian: for that, the energy dependence must be removed and the large component renormalised. What they supply for electronic structure is the expansion from which the derivation of that Hamiltonian by elimination starts, for finite matrices at a given energy.

Q: Finite matrices also hide the Coulomb singularity.

A: They do. Near a point nucleus the Coulomb potential $v(r)$ exceeds $2c^2$ in magnitude, so an expansion in $(v-E)/2c^2$ fails there, however large $c$ is. A finite $W$ has no such region once $c$ is large enough. Also, $BB^\dagger/2$ represents the nonrelativistic kinetic energy $p^2/2$ only if the small-component basis can represent $\sigma\cdot p$ acting on the large-component basis.

Q: Then show me the elimination.

```lean
/-- If `2c² + E - W` is invertible, the Dirac equation at energy `E` is equivalent to an
equation for the large component with `S(c)` as kinetic matrix, together with the formula that
gives the small component from the large one. -/
theorem dirac_iff_eliminated [Fintype m] (V : Matrix m m ℂ) (B : Matrix m n ℂ)
    (W : Matrix n n ℂ) (E c : ℝ) (hM : IsUnit (smallBlock W E c).det)
    (φ : m → ℂ) (χ : n → ℂ) :
    diracMatrix V B W c *ᵥ Sum.elim φ χ = (E : ℂ) • Sum.elim φ χ ↔
      (V + effKinetic B W E c) *ᵥ φ = (E : ℂ) • φ ∧
        χ = (c : ℂ) • ((smallBlock W E c)⁻¹ *ᵥ (Bᴴ *ᵥ φ)) := by
  -- the two block rows of the Dirac equation
  have rows : diracMatrix V B W c *ᵥ Sum.elim φ χ = (E : ℂ) • Sum.elim φ χ ↔
      V *ᵥ φ + (c : ℂ) • (B *ᵥ χ) = (E : ℂ) • φ ∧
        (c : ℂ) • (Bᴴ *ᵥ φ) + (W *ᵥ χ - (2 * (c : ℂ) ^ 2) • χ) = (E : ℂ) • χ := by
    rw [diracMatrix, fromBlocks_mulVec]
    simp only [Sum.elim_comp_inl, Sum.elim_comp_inr, sub_mulVec, smul_mulVec, one_mulVec]
    constructor
    · intro h
      exact ⟨funext fun i => congrFun h (Sum.inl i), funext fun i => congrFun h (Sum.inr i)⟩
    · rintro ⟨h1, h2⟩
      funext i
      cases i with
      | inl i => exact congrFun h1 i
      | inr i => exact congrFun h2 i
  -- the lower row determines the small component
  have lower : (c : ℂ) • (Bᴴ *ᵥ φ) + (W *ᵥ χ - (2 * (c : ℂ) ^ 2) • χ) = (E : ℂ) • χ ↔
      χ = (c : ℂ) • ((smallBlock W E c)⁻¹ *ᵥ (Bᴴ *ᵥ φ)) := by
    have hχ : smallBlock W E c *ᵥ χ = (2 * (c : ℂ) ^ 2 + (E : ℂ)) • χ - W *ᵥ χ := by
      simp only [smallBlock, sub_mulVec, smul_mulVec, one_mulVec]
    constructor
    · intro h
      have h' : smallBlock W E c *ᵥ χ = (c : ℂ) • (Bᴴ *ᵥ φ) := by
        rw [hχ]
        linear_combination (norm := module) (-1 : ℂ) • h
      rw [← mulVec_smul, ← h', mulVec_mulVec, nonsing_inv_mul _ hM, one_mulVec]
    · intro h
      have h' : smallBlock W E c *ᵥ χ = (c : ℂ) • (Bᴴ *ᵥ φ) := by
        rw [h, mulVec_smul, mulVec_mulVec, mul_nonsing_inv _ hM, one_mulVec]
      rw [hχ] at h'
      linear_combination (norm := module) (-1 : ℂ) • h'
  have hS : effKinetic B W E c *ᵥ φ =
      (c : ℂ) • (B *ᵥ ((c : ℂ) • ((smallBlock W E c)⁻¹ *ᵥ (Bᴴ *ᵥ φ)))) := by
    simp only [effKinetic, smul_mulVec, mulVec_smul, smul_smul, ← mulVec_mulVec, pow_two]
  rw [rows, lower, add_mulVec, hS]
  constructor
  · rintro ⟨h1, h2⟩
    exact ⟨by rw [← h2]; exact h1, h2⟩
  · rintro ⟨h1, h2⟩
    exact ⟨by rw [← h2] at h1; exact h1, h2⟩
```

A: `rows` splits the block equation into the two rows above. `lower` solves the second row by multiplying by the inverse, and the reverse direction multiplies by $M$ to recover the row. `hS` identifies $S(c)\varphi$ with $cB\chi$, after which substitution in the first row finishes both directions. The hypothesis `hM` says that $\det M$ is invertible, meaning that $E$ is not an eigenvalue of the uncoupled small-component block $W-2c^2$.

Q: Where does Hermiticity enter?

```lean
/-- For Hermitian `W` the effective kinetic matrix `S(c)` is Hermitian. -/
theorem effKinetic_isHermitian (B : Matrix m n ℂ) {W : Matrix n n ℂ} (hW : W.IsHermitian)
    (E c : ℝ) : (effKinetic B W E c).IsHermitian := by
  have hM : (smallBlock W E c)ᴴ = smallBlock W E c := by
    simp [smallBlock, hW.eq, Complex.conj_ofReal]
  unfold Matrix.IsHermitian
  simp [effKinetic, conjTranspose_mul, conjTranspose_nonsing_inv, hM, Matrix.mul_assoc,
    Complex.conj_ofReal]
```

A: Only here. If $W$ is Hermitian, so is $M$, because $c$ and $E$ are real. Its inverse is then Hermitian, and so is $BRB^\dagger$.

Q: Invertibility was a hypothesis in the elimination. Do the limits assume it as well?

A: No, they derive it for large $c$.

```lean
/-- As `c` tends to infinity, `2c² + E - W` becomes and stays invertible, and
`c² (2c² + E - W)⁻¹` tends to `1/2`. -/
theorem resolvent_limit (W : Matrix n n ℂ) (E : ℝ) :
    (∀ᶠ c : ℝ in atTop, IsUnit (smallBlock W E c).det) ∧
      Tendsto (fun c : ℝ => (c : ℂ) ^ 2 • (smallBlock W E c)⁻¹) atTop
        (𝓝 ((1 / 2 : ℂ) • (1 : Matrix n n ℂ))) := by
  have ht : Tendsto (fun c : ℝ => ((c : ℂ) ^ 2)⁻¹) atTop (𝓝 0) := by
    have h : Tendsto (fun c : ℝ => (c ^ 2)⁻¹) atTop (𝓝 0) :=
      (tendsto_pow_atTop two_ne_zero).inv_tendsto_atTop
    have h' := (Complex.continuous_ofReal.tendsto 0).comp h
    simpa [Function.comp_def] using h'
  have hN : Continuous (scaledBlock W E) :=
    continuous_const.sub (continuous_id.smul continuous_const)
  have hN0 : scaledBlock W E 0 = (2 : ℂ) • (1 : Matrix n n ℂ) := by
    rw [scaledBlock, zero_smul, sub_zero]
  have h0 : (scaledBlock W E 0).det ≠ 0 := by
    rw [hN0, det_smul, det_one, mul_one]
    exact pow_ne_zero _ two_ne_zero
  have hscale : ∀ c : ℝ, c ≠ 0 →
      smallBlock W E c = (c : ℂ) ^ 2 • scaledBlock W E ((c : ℂ) ^ 2)⁻¹ := by
    intro c hc
    have hc2 : (c : ℂ) ^ 2 ≠ 0 := pow_ne_zero _ (Complex.ofReal_ne_zero.2 hc)
    rw [smallBlock, scaledBlock, smul_sub, smul_smul, smul_smul, mul_inv_cancel₀ hc2,
      one_smul, shifted]
    module
  have hunit : ∀ᶠ c : ℝ in atTop, IsUnit (smallBlock W E c).det := by
    have hd := ((hN.matrix_det.tendsto 0).comp ht).eventually (isOpen_ne.mem_nhds h0)
    filter_upwards [hd, eventually_gt_atTop 0] with c hc hpos
    rw [hscale c hpos.ne', det_smul]
    exact (mul_ne_zero (pow_ne_zero _ (pow_ne_zero _
      (Complex.ofReal_ne_zero.2 hpos.ne'))) hc).isUnit
  refine ⟨hunit, ?_⟩
  -- matrix inversion is continuous where the determinant does not vanish
  have hinv : ContinuousAt (fun t => (scaledBlock W E t)⁻¹) 0 := by
    simp only [Matrix.inv_def, Ring.inverse_eq_inv']
    exact (hN.matrix_det.continuousAt.inv₀ h0).smul hN.matrix_adjugate.continuousAt
  have hval : (scaledBlock W E 0)⁻¹ = (1 / 2 : ℂ) • (1 : Matrix n n ℂ) := by
    apply inv_eq_right_inv
    rw [hN0, Matrix.smul_mul, Matrix.one_mul, smul_smul]
    norm_num
  rw [← hval]
  refine (hinv.tendsto.comp ht).congr' ?_
  filter_upwards [hunit, eventually_gt_atTop 0] with c hc hpos
  have hc2 : (c : ℂ) ^ 2 ≠ 0 := pow_ne_zero _ (Complex.ofReal_ne_zero.2 hpos.ne')
  apply inv_eq_right_inv
  rw [Matrix.mul_smul, ← Matrix.smul_mul, ← hscale c hpos.ne', mul_nonsing_inv _ hc]
```

A: `ht` is $t\to0$, and `hscale` is the factorisation $M=c^2(2-tD)$. The determinant is nonzero at $t=0$ by `h0`, so continuity gives `hunit`, invertibility for all sufficiently large $c$. `hinv` gets continuity of the inverse from its formula as the adjugate divided by the determinant, and `hval` evaluates it at $t=0$ as $\tfrac12$. The last lines identify $(2-tD)^{-1}$ with $c^2R$.

Q: And the corrections come from the exact identity rather than from a truncated series?

A: Yes. The first lemma below is $c^2R=\tfrac12DR+\tfrac12$, obtained from $MR=1$. The second places it between $B$ and $B^\dagger$ and subtracts $BB^\dagger/2$.

```lean
/-- Where `R = (2c² + E - W)⁻¹` exists, it satisfies `c² R = (W - E) R / 2 + 1/2` exactly. -/
theorem resolvent_step (W : Matrix n n ℂ) (E c : ℝ) (hM : IsUnit (smallBlock W E c).det) :
    (c : ℂ) ^ 2 • (smallBlock W E c)⁻¹ =
      (1 / 2 : ℂ) • (shifted W E * (smallBlock W E c)⁻¹) +
        (1 / 2 : ℂ) • (1 : Matrix n n ℂ) := by
  have h := mul_nonsing_inv _ hM
  generalize (smallBlock W E c)⁻¹ = R at h ⊢
  rw [smallBlock, Matrix.sub_mul, Matrix.smul_mul, Matrix.one_mul] at h
  rw [shifted, Matrix.sub_mul, Matrix.smul_mul, Matrix.one_mul, ← h]
  module

/-- Where `2c² + E - W` is invertible, the deviation of `S(c)` from `BB*/2`, multiplied by `c²`,
equals `B (W - E) c² (2c² + E - W)⁻¹ B* / 2` exactly. -/
theorem deviation_eq (B : Matrix m n ℂ) (W : Matrix n n ℂ) (E c : ℝ)
    (hM : IsUnit (smallBlock W E c).det) :
    (c : ℂ) ^ 2 • (effKinetic B W E c - (1 / 2 : ℂ) • (B * Bᴴ)) =
      (1 / 2 : ℂ) • (B * (shifted W E * ((c : ℂ) ^ 2 • (smallBlock W E c)⁻¹)) * Bᴴ) := by
  have h : effKinetic B W E c =
      (1 / 2 : ℂ) • (B * (shifted W E * (smallBlock W E c)⁻¹) * Bᴴ) +
        (1 / 2 : ℂ) • (B * Bᴴ) := by
    rw [effKinetic, ← Matrix.smul_mul, ← Matrix.mul_smul, resolvent_step W E c hM]
    simp only [Matrix.mul_add, Matrix.add_mul, Matrix.mul_smul, Matrix.smul_mul,
      Matrix.mul_one]
  rw [h, add_sub_cancel_right]
  simp only [Matrix.mul_smul, Matrix.smul_mul]
  exact smul_comm _ _ _
```

Q: So only the limit remains.

```lean
/-- As `c` tends to infinity, `S(c)` tends to `BB*/2`, and `c² (S(c) - BB*/2)` tends to
`B (W - E) B* / 4`. -/
theorem leading_relativistic_correction (B : Matrix m n ℂ) (W : Matrix n n ℂ) (E : ℝ) :
    Tendsto (fun c : ℝ => effKinetic B W E c) atTop (𝓝 ((1 / 2 : ℂ) • (B * Bᴴ))) ∧
      Tendsto (fun c : ℝ => (c : ℂ) ^ 2 • (effKinetic B W E c - (1 / 2 : ℂ) • (B * Bᴴ)))
        atTop (𝓝 ((1 / 4 : ℂ) • (B * shifted W E * Bᴴ))) := by
  obtain ⟨hunit, hlim⟩ := resolvent_limit W E
  constructor
  · have hc : Continuous fun X : Matrix n n ℂ => B * X * Bᴴ :=
      (continuous_const.matrix_mul continuous_id).matrix_mul continuous_const
    have h := (hc.tendsto _).comp hlim
    simpa only [Function.comp_def, effKinetic, Matrix.mul_smul, Matrix.smul_mul,
      Matrix.mul_one] using h
  · have hc : Continuous fun X : Matrix n n ℂ =>
        (1 / 2 : ℂ) • (B * (shifted W E * X) * Bᴴ) := by
      have h : Continuous fun X : Matrix n n ℂ => B * (shifted W E * X) * Bᴴ :=
        (continuous_const.matrix_mul
          (continuous_const.matrix_mul continuous_id)).matrix_mul continuous_const
      have h2 := (continuous_const_smul (1 / 2 : ℂ)).comp h
      exact h2
    have e : (1 / 4 : ℂ) • (B * shifted W E * Bᴴ) =
        (1 / 2 : ℂ) • (B * (shifted W E * ((1 / 2 : ℂ) • (1 : Matrix n n ℂ))) * Bᴴ) := by
      simp only [Matrix.mul_smul, Matrix.smul_mul, Matrix.mul_one]
      module
    rw [e]
    refine ((hc.tendsto _).comp hlim).congr' ?_
    filter_upwards [hunit] with c hM
    exact (deviation_eq B W E c hM).symm
```

A: In each half, `hc` says that the expression is a continuous function of a matrix $X$, and `hlim` lets $X=c^2R$ tend to $\tfrac12$. For the correction, `e` rewrites the expected value as that function at $X=\tfrac12$. `filter_upwards` then restricts attention to those large $c$ for which `deviation_eq` applies.

Q: The $c^{-4}$ term needs nothing new?

```lean
/-- After `BB*/2` and `B (W - E) B* / (4c²)` are subtracted from `S(c)`, the remainder multiplied by
`c⁴` tends to `B (W - E)² B* / 8` as `c` tends to infinity. -/
theorem next_relativistic_correction (B : Matrix m n ℂ) (W : Matrix n n ℂ) (E : ℝ) :
    Tendsto (fun c : ℝ => (c : ℂ) ^ 2 •
        ((c : ℂ) ^ 2 • (effKinetic B W E c - (1 / 2 : ℂ) • (B * Bᴴ)) -
          (1 / 4 : ℂ) • (B * shifted W E * Bᴴ)))
      atTop (𝓝 ((1 / 8 : ℂ) • (B * (shifted W E * shifted W E) * Bᴴ))) := by
  obtain ⟨hunit, hlim⟩ := resolvent_limit W E
  have hc : Continuous fun X : Matrix n n ℂ =>
      (1 / 4 : ℂ) • (B * (shifted W E * (shifted W E * X)) * Bᴴ) := by
    have h : Continuous fun X : Matrix n n ℂ =>
        B * (shifted W E * (shifted W E * X)) * Bᴴ :=
      (continuous_const.matrix_mul (continuous_const.matrix_mul
        (continuous_const.matrix_mul continuous_id))).matrix_mul continuous_const
    have h2 := (continuous_const_smul (1 / 4 : ℂ)).comp h
    exact h2
  have e : (1 / 8 : ℂ) • (B * (shifted W E * shifted W E) * Bᴴ) = (1 / 4 : ℂ) •
      (B * (shifted W E * (shifted W E * ((1 / 2 : ℂ) • (1 : Matrix n n ℂ)))) * Bᴴ) := by
    simp only [Matrix.mul_smul, Matrix.smul_mul, Matrix.mul_one]
    module
  rw [e]
  refine ((hc.tendsto _).comp hlim).congr' ?_
  filter_upwards [hunit] with c hM
  -- use the exact resolvent identity once more
  have h : B * (shifted W E * ((c : ℂ) ^ 2 • (smallBlock W E c)⁻¹)) * Bᴴ =
      (1 / 2 : ℂ) • (B * (shifted W E * (shifted W E * (smallBlock W E c)⁻¹)) * Bᴴ) +
        (1 / 2 : ℂ) • (B * shifted W E * Bᴴ) := by
    rw [resolvent_step W E c hM]
    simp only [Matrix.mul_add, Matrix.add_mul, Matrix.mul_smul, Matrix.smul_mul,
      Matrix.mul_one]
  rw [deviation_eq B W E c hM, h]
  simp only [Function.comp_apply, Matrix.mul_smul, Matrix.smul_mul]
  module

end

end SmallComponentElimination
```

A: Only a second use of `resolvent_step`, in `h`. It cancels $\tfrac14BDB^\dagger$ and leaves $\tfrac14BD^2(c^2R)B^\dagger$, whose limit follows as before.

Q: What happens to the small component itself?

A: The same limit answers that by hand, though I have not stated it as a theorem. For a fixed $\varphi$, the elimination formula gives $c\chi=c^2RB^\dagger\varphi\to\tfrac12B^\dagger\varphi$. So $\chi$ is close to $B^\dagger\varphi/(2c)$ for large $c$, which is the kinetic-balance relation used in building small-component basis sets.

```lean
#print axioms SmallComponentElimination.dirac_iff_eliminated
-- 'SmallComponentElimination.dirac_iff_eliminated' depends on axioms: [propext, Classical.choice, Quot.sound]
#print axioms SmallComponentElimination.effKinetic_isHermitian
-- 'SmallComponentElimination.effKinetic_isHermitian' depends on axioms: [propext, Classical.choice, Quot.sound]
#print axioms SmallComponentElimination.leading_relativistic_correction
-- 'SmallComponentElimination.leading_relativistic_correction' depends on axioms: [propext, Classical.choice, Quot.sound]
#print axioms SmallComponentElimination.next_relativistic_correction
-- 'SmallComponentElimination.next_relativistic_correction' depends on axioms: [propext, Classical.choice, Quot.sound]
```
